# For a nonzero NOCV eigenvalue, single-orbital energies are basis-independent exactly when the compression of F to the eigenspace is scalar

Natural orbitals for chemical valence (NOCVs) are eigenvectors of the deformation density $D$, here the change in density matrix from the antisymmetrised product of the fragment wavefunctions to the bonded molecule. An orbital $u$ with eigenvalue $v$ contributes $v\langle u,Fu\rangle$ to the orbital interaction energy, where $F$ is a Hermitian Fock-type operator. If $v\neq0$ has an eigenspace $W$ of dimension $d\ge2$, the sum of these contributions over an orthonormal basis of $W$ is always the same. A single contribution is the same in every basis only if $F$ restricted to $W$ and projected back is a real multiple of the identity.

In a finite-basis energy decomposition, a tabulated energy for one degenerate NOCV can therefore depend on which eigenvectors the diagonaliser returned. Symmetry can rule this out: if a group of unitary symmetries commutes with $D$ and $F$ and acts irreducibly on $W$, Schur's lemma makes the projected $F$ a multiple of the identity. Without such a symmetry, the projected $F$ need not be a multiple of the identity.

## Orbitals, energies and eigenspaces

In Lean 4 with Mathlib:

```lean
import Mathlib

open scoped InnerProductSpace ComplexConjugate

namespace NOCVDegeneracy

noncomputable section

variable {E : Type*} [NormedAddCommGroup E] [InnerProductSpace ℂ E]
```

`E` is the complex orbital space. Its inner product is antilinear in the first slot.

```lean
/-- The energy contribution `v ⟨u, F u⟩` of an orbital `u` with NOCV eigenvalue `v`. -/
def channelEnergy (F : E →ₗ[ℂ] E) (v : ℝ) (u : E) : ℂ :=
  (v : ℂ) * ⟪u, F u⟫_ℂ
```

This is $v\langle u,Fu\rangle$, typed as a complex number; it is real for Hermitian $F$. "Channel" here means one orbital, whereas the usual NOCV channel combines the partners $v$ and $-v$. The theorems do not treat that paired energy.

```lean
/-- The space of all orbitals on which the deformation density `D` acts as the number `v`. -/
abbrev channelSpace (D : E →ₗ[ℂ] E) (v : ℝ) : Submodule ℂ E :=
  Module.End.eigenspace D (v : ℂ)
```

This is $W=\{u: Du=vu\}$.

## Constant expectation values force a scalar

```lean
/-- An operator whose expectation value is the same number `c` in every normalized state
is `c` times the identity. -/
theorem eq_scalar_of_expectation (T : E →ₗ[ℂ] E) (c : ℂ)
    (h : ∀ u : E, ‖u‖ = 1 → ⟪u, T u⟫_ℂ = c) : T = c • LinearMap.id := by
  have key : ∀ x : E, ⟪(T - c • LinearMap.id : E →ₗ[ℂ] E) x, x⟫_ℂ = 0 := by
    intro x
    by_cases hx : x = 0
    · simp [hx]
    have hn : (‖x‖ : ℂ) ≠ 0 := Complex.ofReal_ne_zero.mpr (norm_ne_zero_iff.mpr hx)
    -- write x as its norm times a normalized state
    obtain ⟨u, hu, hxu⟩ : ∃ u : E, ‖u‖ = 1 ∧ x = (‖x‖ : ℂ) • u := by
      refine ⟨(‖x‖ : ℂ)⁻¹ • x, ?_, (smul_inv_smul₀ hn x).symm⟩
      rw [norm_smul, norm_inv, Complex.norm_real, norm_norm,
        inv_mul_cancel₀ (norm_ne_zero_iff.mpr hx)]
    have h0 : ⟪u, (T - c • LinearMap.id : E →ₗ[ℂ] E) u⟫_ℂ = 0 := by
      rw [LinearMap.sub_apply, LinearMap.smul_apply, LinearMap.id_apply, inner_sub_right,
        inner_smul_right, h u hu, inner_self_eq_norm_sq_to_K, hu]
      simp
    rw [hxu, map_smul, inner_smul_left, inner_smul_right, inner_eq_zero_symm.mp h0]
    simp
  exact sub_eq_zero.mp ((inner_map_self_eq_zero _).mp key)
```

Put $S=T-c$. Rescaling normalised states gives $\langle Sx,x\rangle=0$ for every $x$, which is `key`. Inserting $x+y$ and $x+iy$ gives

$$\langle Sx,y\rangle+\langle Sy,x\rangle=0,\qquad i\langle Sx,y\rangle-i\langle Sy,x\rangle=0.$$

Hence $\langle Sx,y\rangle=0$ for all $x,y$, and $S=0$. Mathlib's `inner_map_self_eq_zero` supplies this polarisation step.

## Mixing two orbitals without interference

```lean
/-- For Hermitian `F`, two orthonormal orbitals can be mixed into a normalized orbital whose
channel energy is any prescribed weighted mean of the two original ones. -/
theorem exists_mixture {F : E →ₗ[ℂ] E} (hF : F.IsSymmetric) (v : ℝ) {u w : E}
    (hu : ‖u‖ = 1) (hw : ‖w‖ = 1) (huw : ⟪u, w⟫_ℂ = 0) {t : ℝ} (h0 : 0 ≤ t) (h1 : t ≤ 1) :
    ∃ p q : ℂ, ‖p • u + q • w‖ = 1 ∧ channelEnergy F v (p • u + q • w)
      = (1 - t) * channelEnergy F v u + t * channelEnergy F v w := by
  -- a relative phase z that makes the interference term vanish
  obtain ⟨z, hz, hza⟩ : ∃ z : ℂ, conj z * z = 1 ∧
      z * ⟪u, F w⟫_ℂ + conj z * conj ⟪u, F w⟫_ℂ = 0 := by
    generalize ⟪u, F w⟫_ℂ = a
    by_cases ha : a = 0
    · exact ⟨1, by simp, by simp [ha]⟩
    have hn : (‖a‖ : ℂ) ≠ 0 := Complex.ofReal_ne_zero.mpr (norm_ne_zero_iff.mpr ha)
    have hm : a * conj a = (‖a‖ : ℂ) ^ 2 := by
      rw [Complex.mul_conj, Complex.normSq_eq_norm_sq, Complex.ofReal_pow]
    refine ⟨Complex.I * conj a / ‖a‖, ?_, ?_⟩
    · simp only [map_div₀, map_mul, Complex.conj_I, Complex.conj_conj, Complex.conj_ofReal]
      field_simp
      linear_combination hm - a * conj a * Complex.I_sq
    · simp only [map_div₀, map_mul, Complex.conj_I, Complex.conj_conj, Complex.conj_ofReal]
      ring
  have hs : ((√(1 - t) : ℝ) : ℂ) ^ 2 = 1 - t := by
    exact_mod_cast Real.sq_sqrt (sub_nonneg.mpr h1)
  have hr : ((√t : ℝ) : ℂ) ^ 2 = t := by exact_mod_cast Real.sq_sqrt h0
  have huu : ⟪u, u⟫_ℂ = 1 := by rw [inner_self_eq_norm_sq_to_K, hu]; simp
  have hww : ⟪w, w⟫_ℂ = 1 := by rw [inner_self_eq_norm_sq_to_K, hw]; simp
  have hwF : ⟪w, F u⟫_ℂ = conj ⟪u, F w⟫_ℂ := by
    rw [inner_conj_symm]
    exact (hF w u).symm
  refine ⟨(√(1 - t) : ℝ), (√t : ℝ) * z, ?_, ?_⟩
  · have hx : ∀ x : E, ⟪x, x⟫_ℂ = 1 → ‖x‖ = 1 := by
      intro x hxx
      have h2 : ((‖x‖ : ℝ) : ℂ) ^ 2 = 1 := by
        rw [← hxx]
        exact (inner_self_eq_norm_sq_to_K x).symm
      have h3 : ‖x‖ ^ 2 = 1 := by exact_mod_cast h2
      nlinarith [norm_nonneg x]
    apply hx
    simp only [inner_add_left, inner_add_right, inner_smul_left, inner_smul_right, map_mul,
      Complex.conj_ofReal, huu, hww, huw, inner_eq_zero_symm.mp huw]
    linear_combination hs + ((√t : ℝ) : ℂ) ^ 2 * hz + hr
  · simp only [channelEnergy, map_add, map_smul, inner_add_left, inner_add_right,
      inner_smul_left, inner_smul_right, map_mul, Complex.conj_ofReal, hwF]
    linear_combination (v : ℂ) * ⟪u, F u⟫_ℂ * hs
      + (v : ℂ) * (√(1 - t) : ℝ) * (√t : ℝ) * hza
      + (v : ℂ) * ⟪w, F w⟫_ℂ * ((√t : ℝ) : ℂ) ^ 2 * hz + (v : ℂ) * ⟪w, F w⟫_ℂ * hr
```

`IsSymmetric` means Hermitian: $\langle Fx,y\rangle=\langle x,Fy\rangle$. For orthonormal $u,w$, let $a=\langle u,Fw\rangle$ and take $x=\sqrt{1-t}\,u+\sqrt t\,z\,w$ with $|z|=1$. Then $\|x\|^2=(1-t)+t=1$ and

$$\langle x,Fx\rangle=(1-t)\langle u,Fu\rangle+t\langle w,Fw\rangle+\sqrt{t(1-t)}\,(za+\bar z\bar a).$$

The choice $z=i\bar a/|a|$ makes $za=i|a|$, so the last bracket vanishes; if $a=0$, take $z=1$. The code obtains $z$ first, then checks the norm and the energy with `linear_combination`.

## The block of F on a subspace

```lean
variable [FiniteDimensional ℂ E]

/-- The compression of `F` to a subspace `W`: include `W` in the full space, apply `F`,
and project back onto `W`. -/
def compression (W : Submodule ℂ E) (F : E →ₗ[ℂ] E) : W →ₗ[ℂ] W :=
  LinearMap.adjoint W.subtype ∘ₗ F ∘ₗ W.subtype
```

From here on `E` is finite-dimensional. With $\iota$ the inclusion of $W$, the compression is $\iota^\dagger F\iota$, the $d\times d$ block of $F$ on $W$.

```lean
/-- The compression has the same matrix elements as `F` between states of the subspace. -/
theorem inner_compression {W : Submodule ℂ E} (F : E →ₗ[ℂ] E) (x y : W) :
    ⟪x, compression W F y⟫_ℂ = ⟪(x : E), F y⟫_ℂ :=
  LinearMap.adjoint_inner_right W.subtype x (F y)
```

Moving $\iota^\dagger$ across the inner product gives $\langle x,\iota^\dagger F\iota y\rangle=\langle x,Fy\rangle$ for $x,y\in W$.

## Sums that do not depend on the basis

```lean
/-- For a Hermitian operator `D` and any linear operator `F`, the trace `Tr(D F)` is the sum of the
channel energies over an orthonormal eigenbasis of `D`. -/
theorem trace_eq_sum_channelEnergy {D : E →ₗ[ℂ] E} (hD : D.IsSymmetric) (F : E →ₗ[ℂ] E)
    {n : ℕ} (hn : Module.finrank ℂ E = n) :
    LinearMap.trace ℂ E (D ∘ₗ F) =
      ∑ k, channelEnergy F (hD.eigenvalues hn k) (hD.eigenvectorBasis hn k) := by
  rw [LinearMap.trace_eq_sum_inner _ (hD.eigenvectorBasis hn)]
  refine Finset.sum_congr rfl fun k _ => ?_
  rw [LinearMap.comp_apply, ← hD _ _, hD.apply_eigenvectorBasis, inner_smul_left]
  exact congrArg (· * _) (Complex.conj_ofReal _)
```

For Hermitian $D$ with orthonormal eigenvectors $u_k$ and eigenvalues $v_k$,

$$\mathrm{Tr}(DF)=\sum_k\langle u_k,DFu_k\rangle=\sum_k\langle Du_k,Fu_k\rangle=\sum_k v_k\langle u_k,Fu_k\rangle.$$

Identifying $\mathrm{Tr}(DF)$ with the orbital interaction energy of a molecule is a physical input, which requires a suitable transition-state $F$.

```lean
/-- The channel energies of any orthonormal basis of the eigenspace add up to `v` times the
trace of the compression of `F`. -/
theorem sum_channelEnergy (D F : E →ₗ[ℂ] E) (v : ℝ) {d : ℕ}
    (b : OrthonormalBasis (Fin d) ℂ (channelSpace D v)) :
    ∑ i, channelEnergy F v (b i) =
      v * LinearMap.trace ℂ _ (compression (channelSpace D v) F) := by
  rw [LinearMap.trace_eq_sum_inner _ b, Finset.mul_sum]
  exact Finset.sum_congr rfl fun i _ => by rw [inner_compression, channelEnergy]
```

Within $W$ every eigenvalue is $v$, so the sum is $v\,\mathrm{Tr}(\iota^\dagger F\iota)$, and a trace does not depend on the basis.

## When one energy is well defined

```lean
/-- Any normalized state of a `d`-dimensional subspace is the `i`-th member of some
orthonormal basis of that subspace. -/
theorem exists_basis_through {W : Submodule ℂ E} {d : ℕ} (hd : Module.finrank ℂ W = d)
    (i : Fin d) (u : W) (hu : ‖u‖ = 1) :
    ∃ b : OrthonormalBasis (Fin d) ℂ W, b i = u := by
  have ho : Orthonormal ℂ (({i} : Set (Fin d)).domRestrict fun _ => u) :=
    ⟨fun _ => hu, fun a c hac => absurd (Subsingleton.elim a c) hac⟩
  obtain ⟨b, hb⟩ := ho.exists_orthonormalBasis_extension_of_card_eq
    (hd.trans (Fintype.card_fin d).symm)
  exact ⟨b, hb i rfl⟩
```

Gram–Schmidt extends a unit vector $u$ to an orthonormal basis, and relabelling puts $u$ at position $i$.

```lean
/-- For Hermitian `F` and a real eigenvalue `v ≠ 0` of `D` with a `d`-dimensional eigenspace, the
summed channel energy is the same in all orthonormal bases of the eigenspace, whereas the energy of
the `i`-th channel is the same in all of them exactly when `F` compressed to the eigenspace is a
real scalar. -/
theorem channelEnergy_basis_independent_iff (D : E →ₗ[ℂ] E) {F : E →ₗ[ℂ] E}
    (hF : F.IsSymmetric) {v : ℝ} (hv : v ≠ 0) {d : ℕ}
    (hd : Module.finrank ℂ (channelSpace D v) = d) (i : Fin d) :
    (∀ b b' : OrthonormalBasis (Fin d) ℂ (channelSpace D v),
      ∑ k, channelEnergy F v (b k) = ∑ k, channelEnergy F v (b' k)) ∧
    ((∀ b b' : OrthonormalBasis (Fin d) ℂ (channelSpace D v),
      channelEnergy F v (b i) = channelEnergy F v (b' i)) ↔
      ∃ c : ℝ, compression (channelSpace D v) F = (c : ℂ) • LinearMap.id) := by
  refine ⟨fun b b' => by rw [sum_channelEnergy, sum_channelEnergy], fun h => ?_, ?_⟩
  · -- compare every normalized state with one reference basis
    let b₀ := (stdOrthonormalBasis ℂ (channelSpace D v)).reindex (finCongr hd)
    refine ⟨(⟪(b₀ i : E), F (b₀ i)⟫_ℂ).re, eq_scalar_of_expectation _ _ fun u hu => ?_⟩
    obtain ⟨b, hb⟩ := exists_basis_through hd i u hu
    have e := h b b₀
    rw [hb] at e
    have e' := mul_left_cancel₀ (Complex.ofReal_ne_zero.mpr hv) e
    rw [inner_compression, e']
    refine (Complex.conj_eq_iff_re.mp ?_).symm
    rw [inner_conj_symm]
    exact hF _ _
  · rintro ⟨c, hc⟩ b b'
    have key : ∀ b : OrthonormalBasis (Fin d) ℂ (channelSpace D v),
        channelEnergy F v (b i) = v * c := by
      intro b
      rw [channelEnergy, ← inner_compression F (b i) (b i), hc, LinearMap.smul_apply,
        LinearMap.id_apply, inner_smul_right, inner_self_eq_norm_sq_to_K, b.orthonormal.1 i]
      simp
    rw [key b, key b']
```

The first conjunct compares two sums through the trace formula. For the equivalence, suppose the $i$-th energy never changes. Every unit $u\in W$ is the $i$-th member of some basis, so $v\langle u,Fu\rangle$ is constant. Dividing by $v\ne0$ and applying the constant-expectation result makes the compression a scalar $c$, which is real because $F$ is Hermitian. Conversely, a scalar compression gives every channel the energy $vc$.

$D$ need not be Hermitian here, since only its eigenspace enters. For $d=1$ both sides of the equivalence hold automatically.

## Every intermediate energy occurs

```lean
/-- For Hermitian `F` and two different members `i`, `j` of an orthonormal basis of the
eigenspace, another orthonormal basis gives channel `i` any prescribed weighted mean of
their two energies. -/
theorem exists_basis_interpolating (D : E →ₗ[ℂ] E) {F : E →ₗ[ℂ] E} (hF : F.IsSymmetric)
    {v : ℝ} {d : ℕ} (b : OrthonormalBasis (Fin d) ℂ (channelSpace D v)) {i j : Fin d}
    (hij : i ≠ j) {t : ℝ} (h0 : 0 ≤ t) (h1 : t ≤ 1) :
    ∃ b' : OrthonormalBasis (Fin d) ℂ (channelSpace D v), channelEnergy F v (b' i)
      = (1 - t) * channelEnergy F v (b i) + t * channelEnergy F v (b j) := by
  have hd : Module.finrank ℂ (channelSpace D v) = d :=
    (Module.finrank_eq_card_basis b.toBasis).trans (Fintype.card_fin d)
  obtain ⟨p, q, hn, he⟩ := exists_mixture hF v (u := (b i : E)) (w := (b j : E))
    (b.orthonormal.1 i) (b.orthonormal.1 j) (b.orthonormal.2 hij) h0 h1
  obtain ⟨b', hb'⟩ := exists_basis_through hd i (p • b i + q • b j) hn
  refine ⟨b', ?_⟩
  rw [hb']
  exact he

end

end NOCVDegeneracy
```

The mixture of $b_i$ and $b_j$ lies in $W$ and is extended to a basis. If the two energies differ, channel $i$ can take any value between them, so the ambiguity is more than a relabelling.

Equal energies in one basis do not show that the energies are well defined, because off-diagonal elements also matter. Take $v=0.5$ and, in an orthonormal basis $u,w$ of $W$ and in hartree,

$$\iota^\dagger F\iota=\begin{pmatrix}-0.3&0.1\\0.1&-0.3\end{pmatrix}.$$

The original basis gives $-0.15$ and $-0.15$. The basis $(u\pm w)/\sqrt2$ gives $-0.10$ and $-0.20$. Both sums are $-0.30$.

```lean
#print axioms NOCVDegeneracy.trace_eq_sum_channelEnergy
-- 'NOCVDegeneracy.trace_eq_sum_channelEnergy' depends on axioms: [propext, Classical.choice, Quot.sound]
#print axioms NOCVDegeneracy.channelEnergy_basis_independent_iff
-- 'NOCVDegeneracy.channelEnergy_basis_independent_iff' depends on axioms: [propext, Classical.choice, Quot.sound]
#print axioms NOCVDegeneracy.exists_basis_interpolating
-- 'NOCVDegeneracy.exists_basis_interpolating' depends on axioms: [propext, Classical.choice, Quot.sound]
```
